# Poles of the unit-filling Mott insulator in the random-phase approximation: linear in small momentum at the lobe tip, quadratic below it

Take a chain of lattice bosons, one per site, with hopping $t$ in units of the on-site repulsion. A plane wave of momentum $q$ has hopping strength $e = 2t\cos q$; its hopping energy is $-e$. In the random-phase approximation, its excitations sit where chemical potential plus frequency, in units of the repulsion, equals one of the poles

$$m_s(e) = \frac{1 - e + s\sqrt{e^2 - 6e + 1}}{2}, \qquad s = \pm 1.$$

The root vanishes at $e_c = 3 - 2\sqrt2$. If $2t = e_c$, then $e$ lies below $e_c$ by about $e_c q^2/2$. The square root turns this quadratic distance into a shift proportional to $q$. If $2t < e_c$, the root is smooth at the band maximum and the shift stays quadratic.

## From the pole equation to the two exponents

Here $m$ is chemical potential plus frequency, in units of the repulsion. Adding a second boson to a site has energy denominator $1-m$ and bosonic weight 2; removing the only one has energy denominator $m$ and weight 1. Coupling the sites by hopping at random-phase level gives

$$e\left(\frac{2}{1-m} + \frac1m\right) = 1.$$

Clearing denominators gives $e(1+m) = m(1-m)$, or $m^2 + (e-1)m + e = 0$, whose roots are $m_\pm(e)$. They are real for $0 < e \le e_c$ and coincide at $e_c$. They also lie in $0<m<1$. Since $0<e<1$, the quadratic is a sum of nonnegative terms and $e>0$ when $m \le 0$. When $m \ge 1$, it equals $m(m-1) + em + e > 0$.

At $e = e_c - d$ the discriminant is $d(d + 4\sqrt2)$, so

$$\frac{m_s(e_c-d) - m_s(e_c)}{\sqrt d} = \frac{\sqrt d + s\sqrt{d+4\sqrt2}}{2} \to s\,2^{1/4}\qquad (d\to0^+).$$

Below the tip the slope is

$$m_s'(e) = \frac12\left(-1 + \frac{s(e-3)}{\sqrt{e^2-6e+1}}\right).$$

If it vanished, squaring $s(e-3) = \sqrt{e^2-6e+1}$ would give $9 = 1$.

In $D$ dimensions the band is $e(k) = 2t\sum_i \cos k_i$. Along $k = qv$,

$$2Dt - e(qv) = 2t\sum_i(1-\cos qv_i) = tq^2\sum_i v_i^2 + o(q^2).$$

The pole shift is therefore $s\,2^{1/4}q\sqrt{t\sum_i v_i^2}$ to leading order when $2Dt = e_c$, and $-m_s'(2Dt)\,tq^2\sum_i v_i^2$ when $2Dt < e_c$. For a unit vector $v$ the sums equal 1. On the part of the lobe boundary where the chemical potential is $m_s(2Dt)$, the pole shift of branch $s$ is the frequency itself. With frequency scaling as $q^z$, the two cases there are $z=1$ and $z=2$.

## The poles and the band in Lean

```lean
import Mathlib

open Filter Topology

namespace MottLobeTip

noncomputable section
```

The critical strength $e_c$ is `tip`.

```lean
/-- The critical hopping strength `3 - 2√2` at unit filling. -/
def tip : ℝ := 3 - 2 * √2
```

The real parameter `s` selects the branch: $+1$ for adding a particle, $-1$ for removing one.

```lean
/-- The pole at hopping strength `e`, in units of the repulsion, on the branch of sign `s`;
the domain is `e ≤ tip`. -/
def pole (s e : ℝ) : ℝ := (1 - e + s * √(e ^ 2 - 6 * e + 1)) / 2

/-- The slope of the branch `s` as a function of hopping strength; the domain is `e < tip`. -/
def poleSlope (s e : ℝ) : ℝ := (-1 + s * (e - 3) / √(e ^ 2 - 6 * e + 1)) / 2
```

A wave vector is a function `Fin D → ℝ`, with lattice spacing 1. The lattice is infinite, so momentum is continuous.

```lean
/-- The hopping band of a `D`-dimensional hypercubic lattice at wave vector `k`, with `t` the
ratio of hopping to repulsion. -/
def band {D : ℕ} (t : ℝ) (k : Fin D → ℝ) : ℝ := 2 * t * ∑ i, Real.cos (k i)
```

## The discriminant and the pole equation

The factorisation at distance $d$ needs only $(\sqrt2)^2 = 2$.

```lean
/-- The discriminant of the pole equation at distance `d` below the critical hopping. -/
theorem disc_tip (d : ℝ) :
    (tip - d) ^ 2 - 6 * (tip - d) + 1 = d * (d + 4 * √2) := by
  have hw : √2 ^ 2 = (2 : ℝ) := Real.sq_sqrt (by norm_num)
  unfold tip
  linear_combination 4 * hw
```

The next theorem says that, for $0<e\le e_c$, a real $m$ lies strictly between 0 and 1 and solves the pole equation exactly when it is one of the two branches. In the proof, `fac` factors the quadratic, `key` clears the denominators inside the window, and the last two `by_contra` arguments are the sign estimates for $m\le0$ and $m\ge1$.

```lean
/-- For `0 < e ≤ tip`, the solutions of the pole equation with `0 < m < 1` are exactly the
two branches. -/
theorem pole_equation_iff {e : ℝ} (he : 0 < e) (hec : e ≤ tip) (m : ℝ) :
    (0 < m ∧ m < 1 ∧ e * (2 / (1 - m) + 1 / m) = 1) ↔ m = pole 1 e ∨ m = pole (-1) e := by
  have hw : √2 ^ 2 = (2 : ℝ) := Real.sq_sqrt (by norm_num)
  have hw0 : 0 ≤ √2 := Real.sqrt_nonneg 2
  have he1 : e < 1 := by
    have : 1 < √2 := by nlinarith
    unfold tip at hec
    linarith
  have hd : 0 ≤ e ^ 2 - 6 * e + 1 := by
    have h := disc_tip (tip - e)
    rw [sub_sub_cancel] at h
    rw [h]
    exact mul_nonneg (by linarith) (by linarith)
  have hR := Real.sq_sqrt hd
  -- the quadratic behind the pole equation splits into the two branches
  have fac : m ^ 2 + (e - 1) * m + e = (m - pole 1 e) * (m - pole (-1) e) := by
    unfold pole
    linear_combination hR / 4
  have key : 0 < m → m < 1 →
      (e * (2 / (1 - m) + 1 / m) = 1 ↔ m ^ 2 + (e - 1) * m + e = 0) := by
    intro h0 h1
    have h0' : m ≠ 0 := h0.ne'
    have h1' : 1 - m ≠ 0 := by linarith
    rw [div_add_div _ _ h1' h0', ← mul_div_assoc, div_eq_one_iff_eq (mul_ne_zero h1' h0')]
    constructor <;> intro h <;> linear_combination h
  have split : m ^ 2 + (e - 1) * m + e = 0 ↔ m = pole 1 e ∨ m = pole (-1) e := by
    rw [fac, mul_eq_zero, sub_eq_zero, sub_eq_zero]
  rw [← split]
  constructor
  · rintro ⟨h0, h1, h⟩
    exact (key h0 h1).1 h
  · intro h
    have h0 : 0 < m := by
      by_contra hm
      nlinarith [mul_nonneg (sub_nonneg.2 he1.le) (neg_nonneg.2 (not_lt.1 hm)), sq_nonneg m]
    have h1 : m < 1 := by
      by_contra hm
      nlinarith [mul_nonneg h0.le (sub_nonneg.2 (not_lt.1 hm)), mul_pos he h0]
    exact ⟨h0, h1, (key h0 h1).2 h⟩
```

## Square-root scaling at the tip

The scaling lemma treats any distance `δ` that vanishes as $c r^2$, along any filter. It thus covers both $d\to0^+$ and the later limit in momentum. The step `shift` is the exact pole difference, `hlim` takes the limit after division by `r`, and `hamp` evaluates $\sqrt{4\sqrt2} = 2\cdot2^{1/4}$. The physical uses have $c>0$; for negative $c$ the statement relies on Lean's convention that the root of a negative number is zero.

```lean
/-- If the distance `δ` below the critical hopping vanishes as `c r²` with `r → 0⁺`, the pole
shift divided by `r` tends to `s 2^(1/4) √c`. -/
theorem tip_scaling {α : Type*} {l : Filter α} {δ r : α → ℝ} {c : ℝ} (s : ℝ)
    (hr : ∀ᶠ a in l, 0 < r a) (hr0 : Tendsto r l (𝓝 0))
    (h : Tendsto (fun a => δ a / r a ^ 2) l (𝓝 c)) :
    Tendsto (fun a => (pole s (tip - δ a) - pole s tip) / r a) l
      (𝓝 (s * (2 : ℝ) ^ (1 / 4 : ℝ) * √c)) := by
  have shift (d : ℝ) : pole s (tip - d) - pole s tip = (d + s * √(d * (d + 4 * √2))) / 2 := by
    have h0 := disc_tip 0
    rw [sub_zero, zero_mul] at h0
    unfold pole
    rw [disc_tip, h0, Real.sqrt_zero]
    ring
  have hlim := ((h.mul hr0).add
    (((h.mul ((h.mul (hr0.pow 2)).add_const (4 * √2))).sqrt).const_mul s)).div_const 2
  -- the amplitude: `√(4√2) = 2 · 2^(1/4)`
  have ha : ((2 : ℝ) ^ (1 / 4 : ℝ)) ^ 2 = √2 := by
    rw [Real.sqrt_eq_rpow, ← Real.rpow_natCast, ← Real.rpow_mul (by norm_num)]
    norm_num
  have hamp : √(4 * √2) = 2 * (2 : ℝ) ^ (1 / 4 : ℝ) := by
    rw [← ha, show 4 * ((2 : ℝ) ^ (1 / 4 : ℝ)) ^ 2 = (2 * (2 : ℝ) ^ (1 / 4 : ℝ)) ^ 2 by ring,
      Real.sqrt_sq (by positivity)]
  have hval : (c * 0 + s * √(c * (c * 0 ^ 2 + 4 * √2))) / 2
      = s * (2 : ℝ) ^ (1 / 4 : ℝ) * √c := by
    rw [show c * (c * 0 ^ 2 + 4 * √2) = c * (4 * √2) by ring,
      Real.sqrt_mul' _ (by positivity), hamp]
    ring
  rw [hval] at hlim
  refine hlim.congr' ?_
  filter_upwards [hr] with a ha
  obtain ⟨x, hxd⟩ : ∃ x, x = δ a / r a ^ 2 := ⟨_, rfl⟩
  have hx : δ a = x * r a ^ 2 := by
    rw [hxd, div_mul_cancel₀ _ (pow_ne_zero 2 ha.ne')]
  rw [← hxd, shift, hx, show x * r a ^ 2 * (x * r a ^ 2 + 4 * √2)
    = x * (x * r a ^ 2 + 4 * √2) * r a ^ 2 by ring,
    Real.sqrt_mul' _ (sq_nonneg _), Real.sqrt_sq ha.le, eq_div_iff ha.ne']
  ring
```

Choosing $r=\sqrt d$, $\delta=d$ and $c=1$ gives the stated amplitude.

```lean
/-- Just below the critical hopping each pole moves as the square root of the distance `d`,
with amplitude `s 2^(1/4)`. -/
theorem tip_square_root (s : ℝ) :
    Tendsto (fun d => (pole s (tip - d) - pole s tip) / √d) (𝓝[>] 0)
      (𝓝 (s * (2 : ℝ) ^ (1 / 4 : ℝ))) := by
  have h0 : Tendsto (fun d : ℝ => √d) (𝓝[>] 0) (𝓝 0) := by
    have h := (Real.continuous_sqrt.tendsto 0).mono_left (nhdsWithin_le_nhds (s := Set.Ioi 0))
    rwa [Real.sqrt_zero] at h
  have hpos : ∀ᶠ d : ℝ in 𝓝[>] 0, 0 < d := self_mem_nhdsWithin
  have h1 : Tendsto (fun d : ℝ => d / √d ^ 2) (𝓝[>] 0) (𝓝 1) := by
    refine tendsto_const_nhds.congr' ?_
    filter_upwards [hpos] with d hd
    rw [Real.sq_sqrt hd.le, div_self hd.ne']
  have h := tip_scaling s (hpos.mono fun d hd => Real.sqrt_pos.2 hd) h0 h1
  rwa [Real.sqrt_one, mul_one] at h
```

## Nonzero slope below the tip

The hypothesis `e < tip` makes the discriminant positive, so the square root can be differentiated. The second half is the contradiction $9=1$.

```lean
/-- Below the critical hopping both branches are differentiable with nonzero slope. -/
theorem pole_hasDerivAt {s e : ℝ} (hs : s = 1 ∨ s = -1) (he : e < tip) :
    HasDerivAt (pole s) (poleSlope s e) e ∧ poleSlope s e ≠ 0 := by
  have hd : 0 < e ^ 2 - 6 * e + 1 := by
    have h := disc_tip (tip - e)
    rw [sub_sub_cancel] at h
    rw [h]
    have h1 : 0 < tip - e := sub_pos.2 he
    positivity
  constructor
  · have h0 : HasDerivAt (fun x : ℝ => x ^ 2 - 6 * x + 1) (2 * e - 6) e := by
      have h := (((hasDerivAt_id' e).fun_pow 2).fun_sub
        ((hasDerivAt_id' e).const_mul 6)).add_const 1
      exact h.congr_deriv (by norm_num)
    have h1 := (((hasDerivAt_id' e).const_sub 1).fun_add
      ((h0.sqrt hd.ne').const_mul s)).div_const 2
    refine h1.congr_deriv ?_
    unfold poleSlope
    rw [show 2 * e - 6 = 2 * (e - 3) by ring, mul_div_mul_left _ _ two_ne_zero]
    ring
  · -- a vanishing slope would give `(e - 3)² = (e - 3)² - 8`
    intro h
    unfold poleSlope at h
    have h1 : s * (e - 3) / √(e ^ 2 - 6 * e + 1) = 1 := by linarith
    rw [div_eq_one_iff_eq (Real.sqrt_pos.2 hd).ne'] at h1
    have h2 : (s * (e - 3)) ^ 2 = e ^ 2 - 6 * e + 1 := by rw [h1, Real.sq_sqrt hd.le]
    rcases hs with rfl | rfl <;> nlinarith
```

## Momentum dependence

The curvature of the band follows from $1-\cos(qa) = 2\sin^2(qa/2)$ and the derivative of sine at zero, summed over the components of `v`.

```lean
/-- Along the direction `v`, the difference between `2Dt` and the band at `q v`, divided by `q²`,
tends to `t ∑ vᵢ²` as `q → 0⁺`. -/
theorem band_curvature {D : ℕ} (t : ℝ) (v : Fin D → ℝ) :
    Tendsto (fun q : ℝ => (2 * D * t - band t (q • v)) / q ^ 2) (𝓝[>] 0)
      (𝓝 (t * ∑ i, v i ^ 2)) := by
  have hcos (a : ℝ) :
      Tendsto (fun q : ℝ => (1 - Real.cos (q * a)) / q ^ 2) (𝓝[>] 0) (𝓝 (a ^ 2 / 2)) := by
    have h : HasDerivAt (fun q : ℝ => Real.sin (q * (a / 2))) (a / 2) 0 := by
      simpa using ((hasDerivAt_id' (0 : ℝ)).mul_const (a / 2)).sin
    have h2 := (hasDerivAt_iff_tendsto_slope_zero.1 h).mono_left
      (nhdsWithin_mono 0 (fun x (hx : 0 < x) => hx.ne') : 𝓝[>] (0 : ℝ) ≤ 𝓝[≠] 0)
    have h3 := (h2.pow 2).const_mul 2
    rw [show 2 * (a / 2) ^ 2 = a ^ 2 / 2 by ring] at h3
    refine h3.congr (fun q => ?_)
    have hc : Real.cos (q * a) = 1 - 2 * Real.sin (q * (a / 2)) ^ 2 := by
      have h4 := Real.cos_two_mul (q * (a / 2))
      have h5 := Real.sin_sq_add_cos_sq (q * (a / 2))
      rw [show q * a = 2 * (q * (a / 2)) by ring]
      linarith
    rw [hc]
    simp only [zero_add, zero_mul, Real.sin_zero, sub_zero, smul_eq_mul]
    generalize Real.sin (q * (a / 2)) = S
    ring
  have h := (tendsto_finsetSum Finset.univ (fun i _ => hcos (v i))).const_mul (2 * t)
  rw [← Finset.sum_div, show 2 * t * ((∑ i, v i ^ 2) / 2) = t * ∑ i, v i ^ 2 by ring] at h
  refine h.congr (fun q => ?_)
  simp only [band, Pi.smul_apply, smul_eq_mul, ← Finset.sum_div, Finset.sum_sub_distrib,
    Finset.sum_const, Finset.card_univ, Fintype.card_fin, nsmul_eq_mul, mul_one]
  ring
```

The final theorem assumes positive hopping and a nonzero direction, hence $D\ge1$. In each case it states that the scaled pole shift has some nonzero limit `c`; the proof supplies the coefficients derived above. At the tip it applies `tip_scaling` with $r=q$. Below the tip it multiplies the pole's difference quotient by the band's curvature. Here `dslope` is that quotient, completed by the derivative where the two arguments coincide.

```lean
/-- For `t > 0`, on either branch `s = ±1` and along any direction `v ≠ 0`, the pole shift at small
`q > 0` is linear in `q` when the band maximum `2Dt` equals `tip`, and quadratic in `q` when it is
below `tip`, with a nonzero coefficient in each case. -/
theorem dynamical_exponents {D : ℕ} {s t : ℝ} {v : Fin D → ℝ} (hs : s = 1 ∨ s = -1)
    (ht : 0 < t) (hv : v ≠ 0) :
    (2 * D * t = tip → ∃ c : ℝ, c ≠ 0 ∧
      Tendsto (fun q : ℝ => (pole s (band t (q • v)) - pole s (2 * D * t)) / q)
        (𝓝[>] 0) (𝓝 c)) ∧
    (2 * D * t < tip → ∃ c : ℝ, c ≠ 0 ∧
      Tendsto (fun q : ℝ => (pole s (band t (q • v)) - pole s (2 * D * t)) / q ^ 2)
        (𝓝[>] 0) (𝓝 c)) := by
  have hv2 : 0 < ∑ i, v i ^ 2 := by
    obtain ⟨i, hi⟩ := Function.ne_iff.1 hv
    have hi' : v i ≠ 0 := hi
    exact Finset.sum_pos' (fun _ _ => sq_nonneg _) ⟨i, Finset.mem_univ i, by positivity⟩
  have hk : 0 < t * ∑ i, v i ^ 2 := mul_pos ht hv2
  have hb := band_curvature t v
  constructor
  · intro hc
    have hs0 : s ≠ 0 := by rcases hs with rfl | rfl <;> norm_num
    rw [hc] at hb ⊢
    refine ⟨s * (2 : ℝ) ^ (1 / 4 : ℝ) * √(t * ∑ i, v i ^ 2),
      mul_ne_zero (mul_ne_zero hs0 (by positivity)) (Real.sqrt_pos.2 hk).ne', ?_⟩
    have hpos : ∀ᶠ q : ℝ in 𝓝[>] 0, 0 < q := self_mem_nhdsWithin
    have h := tip_scaling s hpos (tendsto_id.mono_left nhdsWithin_le_nhds) hb
    simpa only [sub_sub_cancel, id_eq] using h
  · intro hc
    obtain ⟨hder, hne⟩ := pole_hasDerivAt hs hc
    refine ⟨poleSlope s (2 * D * t) * -(t * ∑ i, v i ^ 2),
      mul_ne_zero hne (neg_ne_zero.2 hk.ne'), ?_⟩
    have hcont : Continuous (fun q : ℝ => band t (q • v)) := by
      simp only [band, Pi.smul_apply, smul_eq_mul]
      fun_prop
    have h0 : band t ((0 : ℝ) • v) = 2 * D * t := by
      simp only [band, zero_smul, Pi.zero_apply, Real.cos_zero, Finset.sum_const,
        Finset.card_univ, Fintype.card_fin, nsmul_eq_mul, mul_one]
      ring
    have hband : Tendsto (fun q : ℝ => band t (q • v)) (𝓝[>] 0) (𝓝 (2 * D * t)) := by
      have h := (hcont.tendsto 0).mono_left (nhdsWithin_le_nhds (s := Set.Ioi 0))
      rwa [h0] at h
    -- the difference quotient of the pole, extended by its slope, is continuous
    have hq : Tendsto (dslope (pole s) (2 * D * t)) (𝓝 (2 * D * t))
        (𝓝 (poleSlope s (2 * D * t))) := by
      have h := (continuousAt_dslope_same.2 hder.differentiableAt).tendsto
      rwa [dslope_same, hder.deriv] at h
    refine ((hq.comp hband).mul hb.neg).congr (fun q => ?_)
    have h := sub_smul_dslope (pole s) (2 * D * t) (band t (q • v))
    rw [← h, smul_eq_mul, Function.comp_apply]
    ring

end

end MottLobeTip
```

```lean
#print axioms MottLobeTip.pole_equation_iff
#print axioms MottLobeTip.tip_square_root
#print axioms MottLobeTip.dynamical_exponents
```

```
'MottLobeTip.pole_equation_iff' depends on axioms: [propext, Classical.choice, Quot.sound]
'MottLobeTip.tip_square_root' depends on axioms: [propext, Classical.choice, Quot.sound]
'MottLobeTip.dynamical_exponents' depends on axioms: [propext, Classical.choice, Quot.sound]
```

## The approximation, the inverse function and numerical dispersions

For the Bose–Hubbard model treated in the random-phase approximation, the result distinguishes the tip of the unit-filling Mott lobe from the rest of its boundary. The pole equation is the starting point; it is not derived here from the many-body Hamiltonian. In one dimension the true tip is a BKT transition, where the gap closes exponentially and not as a square root.

The model could also be built on the inverse function $e(m) = m(1-m)/(1+m)$ for $0<m<1$. It is smooth and has no branches, and the tip is its maximum, at $m=\sqrt2-1$. The square root would then come from inverting a parabola, and the dispersion limits would require a local inverse on each side of the maximum.

A program that tabulates the poles on a momentum grid loses digits near the tip if it evaluates $e^2-6e+1$ directly. If the offset $e_c-2Dt$ is supplied as an input, not found by subtraction, the program can avoid this by computing the distance as

$$d(k) = (e_c-2Dt) + 4t\sum_i\sin^2(k_i/2)$$

and taking the root of $d(d+4\sqrt2)$. With $2Dt$ slightly below $e_c$, a log-log plot of the magnitude of the pole shift has slope 2 at the smallest momenta and approaches slope 1 when $tq^2$, for unit $v$, is much larger than $e_c-2Dt$, provided $q$ is still small.
